# Without a level exactly at the Fermi level, zero-temperature finite-mesh damping vanishes with the broadening

## Why does my damping collapse when I lower the broadening?

I compute the Gilbert damping of a ferromagnetic metal from a zero-temperature torque-correlation sum on a fixed k-mesh, with every level broadened by the same Lorentzian width $s$. To reach the clean limit I keep lowering $s$. The damping then falls towards zero, although the system is a metal. When I moved the Fermi level so that it coincided with one of the computed levels, the damping shot up instead. Is one of these runs wrong, or is the sum itself doing this?

## Only pairs with a level at the Fermi level survive

The sum itself does this. For a fixed, finite set of levels at zero temperature, the damping sum tends to zero as $s\to0^+$ if no level lies exactly at the Fermi level, and it tends to infinity if a level there has a nonzero diagonal torque matrix element. So neither run need contain an error, and in this constant-broadening model neither trend by itself tells you the clean-limit damping of the metal.

Let $E_n$ be the level energies measured from the Fermi level, and let $T_{nm}$ be the torque matrix elements. Up to constant prefactors, the sum is

$$G(s)=\sum_{n,m}|T_{nm}|^2K_s(E_n,E_m),\qquad K_s(a,b)=\frac{s^2}{(a^2+s^2)(b^2+s^2)} .$$

The kernel $K_s$ is the product of two Lorentzian factors $s/(E^2+s^2)$, one per level, evaluated at the Fermi level because the temperature is zero. The width $s$ stands for a finite lifetime due to scattering, taken to be equal for all levels.

### Three kinds of level pairs

If neither energy is zero, the numerator of $K_s(a,b)$ tends to $0$ and the denominator to $a^2b^2>0$, so the kernel tends to $0$.

If exactly one energy is zero, say $a=0$ and $b\neq0$, one factor $s^2$ cancels:

$$K_s(0,b)=\frac{s^2}{s^2(b^2+s^2)}=\frac1{b^2+s^2}\longrightarrow\frac1{b^2}.$$

The kernel is symmetric, so the case $b=0$, $a\neq0$ gives $1/a^2$.

If both energies are zero, $K_s(0,0)=s^2/s^4=1/s^2$, which diverges.

Write $w(a,b)$ for the limit in the first two cases. Suppose first that $T_{nm}=0$ whenever $E_n=E_m=0$. The divergent pairs then contribute nothing at any $s>0$, and since the sum is finite, the limit can be taken term by term:

$$G(s)\longrightarrow\sum_{n,m}|T_{nm}|^2\,w(E_n,E_m).$$

Suppose instead that some $T_{nm}\neq0$ has $E_n=E_m=0$. All terms of $G$ are non-negative, so $G(s)\ge|T_{nm}|^2/s^2\to\infty$. These two cases are exhaustive, and a function with a finite limit does not tend to infinity. Hence $G$ diverges exactly when a nonzero element connects two levels at the Fermi level, where $n=m$ is allowed.

When does $G$ tend to zero? If it does, it does not diverge, so the limit formula applies and its right-hand side is zero. Each term there is non-negative and must therefore vanish. For a pair with exactly one level at zero, $w>0$, which forces $T_{nm}=0$. Conversely, if every element touching a zero level vanishes, each term has either $T_{nm}=0$ or $w=0$. So $G\to0$ exactly when all elements that involve a level at the Fermi level vanish. With no such level, this condition holds automatically.

There is an intermediate case. Take two levels at $0$ and $b\neq0$, with $T_{11}=0$ and $|T_{12}|=|T_{21}|=t>0$. Then $G\to2t^2/b^2$, which is finite and nonzero. It depends on a mesh level sitting exactly at the Fermi level and on the distance to the other one.

Your first run can also be bounded at finite $s$. If $|E_n|\ge\Delta>0$ for all $n$, each factor satisfies $E_n^2+s^2\ge\Delta^2$, so $K_s\le s^2/\Delta^4$ and

$$G(s)\le\frac{s^2}{\Delta^4}\sum_{n,m}|T_{nm}|^2.$$

Here $\Delta$ is a lower bound on the distance from the Fermi level to the sampled levels. In a metal it reflects the finite sampling, not a band gap.

### Levels, torque and broadening in Lean

The index type `ι` is any finite type. For a k-mesh, an index can be a pair of k-point and band, with `T` set to zero between different k-points. The levels are a function `E : ι → ℝ` and the torque is a `Matrix ι ι ℂ`. No Hermiticity is assumed, so torque operators built from spin raising or lowering operators are allowed. `kernel` is $K_s$ and `damping E T s` is $G(s)$, a sum over ordered pairs that includes the diagonal.

The filter `𝓝[>] 0` means that $s$ approaches zero through positive values. A target `𝓝 0` means convergence to zero, and `atTop` means growth beyond every bound. `limitWeight` is $w$; its value when both energies are zero plays no role, because `damping_tendsto` assumes that the matrix element multiplying it vanishes.

The main statements read as follows:

- `damping_diverges_iff`: the damping tends to infinity if and only if some nonzero `T n m` has `E n = 0` and `E m = 0`.
- `damping_vanishes_iff`: it tends to zero if and only if `T n m = 0` whenever `E n = 0` or `E m = 0`.
- `no_useful_zero_broadening_limit`: the two behaviours you saw, as a pair of implications. The name is a judgement about use; the theorem leaves room for the intermediate finite limit.
- `damping_le_of_gap`: the quadratic bound, for every real `s`.

The energies and matrix elements stay fixed while $s$ changes. The model has no temperature smearing, no level-dependent lifetime and no vertex corrections. The first restriction matters: if the product of the two Lorentzians is instead averaged over energy with the thermal weight $-\partial f/\partial\varepsilon$ at a fixed positive temperature, where $f$ is the Fermi function, any level with a nonzero diagonal element makes the sum diverge as $s\to0^+$, even if it lies away from the Fermi level. Refining the mesh while lowering $s$ is a different limit, about which these theorems say nothing.

```lean
import Mathlib

open Filter Topology

namespace FiniteMeshDamping

noncomputable section

variable {ι : Type*} [Fintype ι]

/-- Broadening kernel of a pair of levels at energies `a` and `b` from the Fermi level,
for broadening `s ≠ 0`. -/
def kernel (a b s : ℝ) : ℝ := s ^ 2 / ((a ^ 2 + s ^ 2) * (b ^ 2 + s ^ 2))

/-- Damping sum over all pairs of levels `E n`, measured from the Fermi level, with
torque matrix elements `T n m` and broadening `s ≠ 0`. -/
def damping (E : ι → ℝ) (T : Matrix ι ι ℂ) (s : ℝ) : ℝ :=
  ∑ n, ∑ m, ‖T n m‖ ^ 2 * kernel (E n) (E m) s

/-- Zero-broadening weight of a pair of levels that are not both at the Fermi level:
the inverse square of the other energy if one of them is there, and zero if neither is. -/
def limitWeight (a b : ℝ) : ℝ :=
  if a = 0 then 1 / b ^ 2 else if b = 0 then 1 / a ^ 2 else 0

/-- With one level at the Fermi level and the other at `b ≠ 0`, the kernel tends to
`1 / b ^ 2` as the broadening tends to zero from above. -/
theorem kernel_tendsto_one_resonant {b : ℝ} (hb : b ≠ 0) :
    Tendsto (kernel 0 b) (𝓝[>] 0) (𝓝 (1 / b ^ 2)) := by
  have hc : ContinuousAt (fun s : ℝ => 1 / (b ^ 2 + s ^ 2)) 0 :=
    ContinuousAt.div (by fun_prop) (by fun_prop) (by simpa using hb)
  have ht : Tendsto (fun s : ℝ => 1 / (b ^ 2 + s ^ 2)) (𝓝[>] 0) (𝓝 (1 / b ^ 2)) := by
    have h := hc.tendsto.mono_left (nhdsWithin_le_nhds (s := Set.Ioi (0 : ℝ)))
    simpa using h
  -- for positive broadening the factor `s ^ 2` cancels
  refine ht.congr' ?_
  filter_upwards [self_mem_nhdsWithin] with s hs
  have hs0 : s ≠ 0 := ne_of_gt hs
  have hd : b ^ 2 + s ^ 2 ≠ 0 := by positivity
  rw [kernel, show (0 : ℝ) ^ 2 + s ^ 2 = s ^ 2 by ring]
  field_simp

/-- For two levels that are not both at the Fermi level, the kernel tends to the zero-broadening
weight of the pair as the broadening tends to zero from above. -/
theorem kernel_tendsto {a b : ℝ} (h : ¬(a = 0 ∧ b = 0)) :
    Tendsto (kernel a b) (𝓝[>] 0) (𝓝 (limitWeight a b)) := by
  by_cases ha : a = 0
  · have hb : b ≠ 0 := fun hb => h ⟨ha, hb⟩
    rw [limitWeight, if_pos ha, ha]
    exact kernel_tendsto_one_resonant hb
  · by_cases hb : b = 0
    · rw [limitWeight, if_neg ha, if_pos hb, hb]
      have hsymm : kernel a 0 = kernel 0 a := by
        funext s
        rw [kernel, kernel, mul_comm (a ^ 2 + s ^ 2)]
      rw [hsymm]
      exact kernel_tendsto_one_resonant ha
    · rw [limitWeight, if_neg ha, if_neg hb]
      have hc : ContinuousAt (fun s : ℝ => s ^ 2 / ((a ^ 2 + s ^ 2) * (b ^ 2 + s ^ 2))) 0 :=
        ContinuousAt.div (by fun_prop) (by fun_prop) (by simp [ha, hb])
      have ht := hc.tendsto.mono_left (nhdsWithin_le_nhds (s := Set.Ioi (0 : ℝ)))
      change Tendsto (fun s : ℝ => s ^ 2 / ((a ^ 2 + s ^ 2) * (b ^ 2 + s ^ 2))) _ _
      simpa using ht

/-- In a double sum of non-negative pair contributions, no single contribution exceeds
the total. -/
theorem pair_le_sum (f : ι → ι → ℝ) (hf : ∀ i j, 0 ≤ f i j) (n m : ι) :
    f n m ≤ ∑ i, ∑ j, f i j :=
  calc f n m ≤ ∑ j, f n j :=
        Finset.single_le_sum (f := fun j => f n j) (fun j _ => hf n j) (Finset.mem_univ m)
    _ ≤ ∑ i, ∑ j, f i j :=
        Finset.single_le_sum (f := fun i => ∑ j, f i j)
          (fun i _ => Finset.sum_nonneg fun j _ => hf i j) (Finset.mem_univ n)

/-- If every matrix element between levels at the Fermi level, equal or different, vanishes, the
damping has a finite zero-broadening limit, the sum of the weighted squared matrix elements. -/
theorem damping_tendsto (E : ι → ℝ) (T : Matrix ι ι ℂ)
    (h : ∀ n m, E n = 0 → E m = 0 → T n m = 0) :
    Tendsto (damping E T) (𝓝[>] 0)
      (𝓝 (∑ n, ∑ m, ‖T n m‖ ^ 2 * limitWeight (E n) (E m))) := by
  unfold damping
  refine tendsto_finsetSum _ fun n _ => tendsto_finsetSum _ fun m _ => ?_
  by_cases hnm : E n = 0 ∧ E m = 0
  · simp [h n m hnm.1 hnm.2]
  · exact (kernel_tendsto hnm).const_mul _

/-- A nonzero matrix element between two levels at the Fermi level, equal or different,
makes the damping tend to infinity as the broadening tends to zero from above. -/
theorem damping_diverges (E : ι → ℝ) (T : Matrix ι ι ℂ) {n m : ι}
    (hn : E n = 0) (hm : E m = 0) (hT : T n m ≠ 0) :
    Tendsto (damping E T) (𝓝[>] 0) atTop := by
  have hpos : 0 < ‖T n m‖ ^ 2 := pow_pos (norm_pos_iff.mpr hT) 2
  have hinv : Tendsto (fun s : ℝ => ‖T n m‖ ^ 2 * (s⁻¹) ^ 2) (𝓝[>] 0) atTop :=
    ((tendsto_pow_atTop two_ne_zero).comp tendsto_inv_nhdsGT_zero).const_mul_atTop hpos
  -- this one pair already contributes `‖T n m‖ ^ 2 / s ^ 2`
  refine tendsto_atTop_mono' _ ?_ hinv
  filter_upwards [self_mem_nhdsWithin] with s hs
  have hs0 : s ≠ 0 := ne_of_gt hs
  have hk : kernel (E n) (E m) s = (s⁻¹) ^ 2 := by
    rw [kernel, hn, hm, show (0 : ℝ) ^ 2 + s ^ 2 = s ^ 2 by ring]
    field_simp
  rw [← hk]
  exact pair_le_sum (fun i j => ‖T i j‖ ^ 2 * kernel (E i) (E j) s)
    (fun i j => by unfold kernel; positivity) n m

/-- The damping tends to infinity at zero broadening exactly when some nonzero matrix
element connects two levels at the Fermi level, equal or different. -/
theorem damping_diverges_iff (E : ι → ℝ) (T : Matrix ι ι ℂ) :
    Tendsto (damping E T) (𝓝[>] 0) atTop ↔ ∃ n m, E n = 0 ∧ E m = 0 ∧ T n m ≠ 0 := by
  constructor
  · intro h
    by_contra hno
    have hres : ∀ n m, E n = 0 → E m = 0 → T n m = 0 := fun n m hn hm =>
      by_contra fun hT => hno ⟨n, m, hn, hm, hT⟩
    exact not_tendsto_nhds_of_tendsto_atTop h _ (damping_tendsto E T hres)
  · rintro ⟨n, m, hn, hm, hT⟩
    exact damping_diverges E T hn hm hT

/-- The damping tends to zero at zero broadening exactly when every matrix element that
involves a level at the Fermi level vanishes. -/
theorem damping_vanishes_iff (E : ι → ℝ) (T : Matrix ι ι ℂ) :
    Tendsto (damping E T) (𝓝[>] 0) (𝓝 0) ↔
      ∀ n m, (E n = 0 ∨ E m = 0) → T n m = 0 := by
  constructor
  · intro h n m hnm
    by_contra hT
    have hres : ∀ i j, E i = 0 → E j = 0 → T i j = 0 := fun i j hi hj =>
      by_contra fun hij =>
        not_tendsto_nhds_of_tendsto_atTop (damping_diverges E T hi hj hij) 0 h
    have hsum := tendsto_nhds_unique (damping_tendsto E T hres) h
    -- the pair `n, m` would leave a positive remainder in the limit
    have hw : 0 < limitWeight (E n) (E m) := by
      unfold limitWeight
      split_ifs with hn hm
      · have hm : E m ≠ 0 := fun hm => hT (hres n m hn hm)
        positivity
      · have hn' : E n ≠ 0 := hn
        positivity
      · exact absurd hnm (by tauto)
    have hle := pair_le_sum (fun i j => ‖T i j‖ ^ 2 * limitWeight (E i) (E j))
      (fun i j => mul_nonneg (sq_nonneg _) (by
        unfold limitWeight
        split_ifs
        · positivity
        · positivity
        · exact le_rfl)) n m
    have hpos := mul_pos (pow_pos (norm_pos_iff.mpr hT) 2) hw
    exact absurd hsum (ne_of_gt (lt_of_lt_of_le hpos hle))
  · intro h
    have ht := damping_tendsto E T fun n m hn _ => h n m (Or.inl hn)
    have hzero : ∑ n, ∑ m, ‖T n m‖ ^ 2 * limitWeight (E n) (E m) = 0 := by
      refine Finset.sum_eq_zero fun n _ => Finset.sum_eq_zero fun m _ => ?_
      by_cases hnm : E n = 0 ∨ E m = 0
      · simp [h n m hnm]
      · rw [not_or] at hnm
        simp [limitWeight, hnm.1, hnm.2]
    rwa [hzero] at ht

/-- At zero broadening the damping of a finite mesh tends to zero if no level is at the
Fermi level, and to infinity if a level there has a nonzero diagonal matrix element. -/
theorem no_useful_zero_broadening_limit (E : ι → ℝ) (T : Matrix ι ι ℂ) :
    ((∀ n, E n ≠ 0) → Tendsto (damping E T) (𝓝[>] 0) (𝓝 0)) ∧
      ((∃ n, E n = 0 ∧ T n n ≠ 0) → Tendsto (damping E T) (𝓝[>] 0) atTop) := by
  constructor
  · intro h
    exact (damping_vanishes_iff E T).mpr fun n m hnm =>
      (hnm.elim (h n) (h m)).elim
  · rintro ⟨n, hn, hT⟩
    exact damping_diverges E T hn hn hT

/-- If all levels are at least `Δ > 0` away from the Fermi level, the damping is at most
`s ^ 2 / Δ ^ 4` times the sum of the squared matrix elements. -/
theorem damping_le_of_gap (E : ι → ℝ) (T : Matrix ι ι ℂ) {Δ : ℝ} (hΔ : 0 < Δ)
    (h : ∀ n, Δ ≤ |E n|) (s : ℝ) :
    damping E T s ≤ s ^ 2 / Δ ^ 4 * ∑ n, ∑ m, ‖T n m‖ ^ 2 := by
  have hlevel : ∀ n, Δ ^ 2 ≤ E n ^ 2 + s ^ 2 := fun n => by
    have h2 := pow_le_pow_left₀ hΔ.le (h n) 2
    rw [sq_abs] at h2
    linarith [sq_nonneg s]
  have hk : ∀ n m, kernel (E n) (E m) s ≤ s ^ 2 / Δ ^ 4 := fun n m => by
    have hden : Δ ^ 4 ≤ (E n ^ 2 + s ^ 2) * (E m ^ 2 + s ^ 2) :=
      calc Δ ^ 4 = Δ ^ 2 * Δ ^ 2 := by ring
        _ ≤ _ := mul_le_mul (hlevel n) (hlevel m) (by positivity) (by positivity)
    exact div_le_div_of_nonneg_left (sq_nonneg s) (by positivity) hden
  simp only [damping, Finset.mul_sum]
  refine Finset.sum_le_sum fun n _ => Finset.sum_le_sum fun m _ => ?_
  rw [mul_comm (s ^ 2 / Δ ^ 4)]
  exact mul_le_mul_of_nonneg_left (hk n m) (sq_nonneg _)

end

end FiniteMeshDamping
```

```lean
#print axioms FiniteMeshDamping.damping_diverges_iff
#print axioms FiniteMeshDamping.no_useful_zero_broadening_limit
#print axioms FiniteMeshDamping.damping_le_of_gap
```

```
'FiniteMeshDamping.damping_diverges_iff' depends on axioms: [propext, Classical.choice, Quot.sound]
'FiniteMeshDamping.no_useful_zero_broadening_limit' depends on axioms: [propext, Classical.choice, Quot.sound]
'FiniteMeshDamping.damping_le_of_gap' depends on axioms: [propext, Classical.choice, Quot.sound]
```

### From pair limits to the two equivalences

`kernel_tendsto_one_resonant` handles a pair with one level at zero. It first obtains the limit of $1/(b^2+s^2)$ from continuity at $s=0$. Then `filter_upwards` restricts attention to positive $s$, where `field_simp` carries out the cancellation of $s^2$. `kernel_tendsto` splits into cases on which energy vanishes: it uses the symmetry of the kernel for the mirrored case and continuity of the quotient when neither energy is zero.

`damping_tendsto` adds these limits with `tendsto_finsetSum`, applied once per index. Pairs with both levels at zero are removed by the hypothesis on `T`.

`pair_le_sum` says that one entry of a non-negative double sum is at most the total. It applies `Finset.single_le_sum` first within a row and then across rows. `damping_diverges` uses it to bound the damping below by $|T_{nm}|^2/s^2$, and `tendsto_atTop_mono'` transfers the divergence of this bound to the whole sum.

For the forward direction of `damping_diverges_iff`, the proof assumes that no pair of the required kind exists. `damping_tendsto` then supplies a finite limit, which contradicts divergence. The reverse direction is `damping_diverges`.

In `damping_vanishes_iff`, the forward direction assumes a nonzero element touching a zero level. Convergence to zero excludes the divergent pairs, and `tendsto_nhds_unique` identifies the weighted sum with zero. The step `hw` shows that the chosen pair has positive weight, and `pair_le_sum` makes the whole sum positive, a contradiction. The reverse direction checks that every term of the limiting sum is zero.

`no_useful_zero_broadening_limit` follows from these results: without a zero level the vanishing condition is empty, and a nonzero diagonal element is the divergent case with `m` equal to `n`. `damping_le_of_gap` is proved separately. Its step `hlevel` bounds each Lorentzian denominator, `hk` bounds the kernel, and `Finset.sum_le_sum` adds the bounds over all pairs.

For your calculation, this means that a falling damping at small $s$ on one fixed mesh is no evidence that the metal's damping vanishes. Check convergence with respect to the mesh at each value of $s$ before you read a trend in $s$ as physics.
